# Breit-type integrals over $t$ as the Boys functions $F_1$ and $F_2$

When the Breit interaction is evaluated over Gaussian functions, its tensor part contains the kernel $x_ix_j/|x|^3$, where $x$ is the separation of the two electrons. Writing $|x|^{-3}$ as an integral over Gaussians makes the spatial integration elementary and leaves an integral over an auxiliary variable $t>0$. The theorems below reduce that last integral to Boys functions, for a single Gaussian of exponent $p>0$ in the relative coordinate.

```lean
import Mathlib

open MeasureTheory Set Real

namespace BreitGaussian

noncomputable section
```

The Boys function is $F_n(T)=\int_0^1 u^{2n}e^{-Tu^2}\,du$, with $n$ a natural number and $T$ any real number. In Lean it is `boys n T`.

```lean
/-- The Boys function `F_n(T)`, the integral of `u^(2n) exp(-T u²)` over `[0,1]`. -/
def boys (n : ℕ) (T : ℝ) : ℝ :=
  ∫ u in (0 : ℝ)..1, u ^ (2 * n) * Real.exp (-T * u ^ 2)
```

Two functions of $t$ carry the calculation. The first is $v=p/(p+t^2)$, written `screen p t`.

```lean
/-- The factor `v = p / (p + t²)` for a Gaussian of exponent `p > 0`. -/
def screen (p t : ℝ) : ℝ := p / (p + t ^ 2)
```

The second is $u=t/\sqrt{p+t^2}$, which will become the Boys integration variable.

```lean
/-- The variable `u = t / √(p + t²)`, for `p > 0`. -/
def boysVar (p t : ℝ) : ℝ := t / √(p + t ^ 2)
```

## From the inverse cube to powers of $v$

For $r>0$, the substitution $s=r^2t^2$ gives
$$\int_0^\infty t^2e^{-r^2t^2}dt=\frac{\Gamma(3/2)}{2r^3}=\frac{\sqrt\pi}{4r^3}.$$
Multiplying by $4/\sqrt\pi$ gives $r^{-3}$. The proof takes Mathlib's Gamma integral and evaluates $\Gamma(3/2)=\tfrac12\sqrt\pi$. `Ioi 0` is the half-line $t>0$.

```lean
/-- The inverse cube of a distance `r > 0` is a superposition of Gaussians in `r`. -/
theorem inv_cube_eq_integral {r : ℝ} (hr : 0 < r) :
    1 / r ^ 3 = 4 / √Real.pi * ∫ t in Ioi (0 : ℝ), t ^ 2 * Real.exp (-r ^ 2 * t ^ 2) := by
  have h := integral_rpow_mul_exp_neg_mul_rpow (p := 2) (q := 2) (b := r ^ 2)
    (by norm_num) (by norm_num) (by positivity)
  have h3 : r ^ (3 : ℝ) = r ^ 3 := by exact_mod_cast Real.rpow_natCast r 3
  have hb : (r ^ 2) ^ (-(2 + 1) / 2 : ℝ) = (r ^ 3)⁻¹ := by
    rw [← h3, ← Real.rpow_neg hr.le, ← Real.rpow_two, ← Real.rpow_mul hr.le]
    congr 1
    norm_num
  have hG : Real.Gamma ((2 + 1) / 2) = 1 / 2 * √Real.pi := by
    rw [show ((2 + 1) / 2 : ℝ) = 1 / 2 + 1 by norm_num,
      Real.Gamma_add_one (by norm_num), Real.Gamma_one_half_eq]
  rw [hb, hG] at h
  simp only [Real.rpow_two] at h
  have hpi : √Real.pi ≠ 0 := (Real.sqrt_pos.2 Real.pi_pos).ne'
  rw [h]
  calc 1 / r ^ 3 = (r ^ 3)⁻¹ * (√Real.pi / √Real.pi) := by
        rw [div_self hpi, mul_one, one_div]
    _ = 4 / √Real.pi * ((r ^ 3)⁻¹ * (1 / 2) * (1 / 2 * √Real.pi)) := by ring
```

Let the Gaussian in the relative coordinate be $e^{-p|x-P|^2}$, centred at $P$. Since $(p+t^2)v=p$, completing the square gives
$$p|x-P|^2+t^2|x|^2=(p+t^2)|x-vP|^2+p|P|^2(1-v).$$
This identifies $T=p|P|^2$. Lean proves it in any real inner product space `E`; the physical case is $\mathbb R^3$.

```lean
/-- A Gaussian at `P` times a Gaussian at the origin is a single Gaussian centred at `v P`,
with prefactor `exp(-T(1-v))`, where `T = p |P|²`. -/
theorem gaussian_product {E : Type*} [NormedAddCommGroup E] [InnerProductSpace ℝ E]
    {p : ℝ} (hp : 0 < p) (t : ℝ) (P x : E) :
    Real.exp (-p * ‖x - P‖ ^ 2) * Real.exp (-t ^ 2 * ‖x‖ ^ 2) =
      Real.exp (-(p * ‖P‖ ^ 2) * (1 - screen p t)) *
        Real.exp (-(p + t ^ 2) * ‖x - screen p t • P‖ ^ 2) := by
  have hs : 0 < p + t ^ 2 := by positivity
  have hve : screen p t * (p + t ^ 2) = p := div_mul_cancel₀ p hs.ne'
  rw [← Real.exp_add, ← Real.exp_add]
  congr 1
  rw [norm_sub_sq_real, norm_sub_sq_real, norm_smul, inner_smul_right, mul_pow,
    Real.norm_eq_abs, sq_abs]
  linear_combination (screen p t * ‖P‖ ^ 2 - 2 * inner ℝ x P) * hve
```

In three dimensions the remaining Gaussian integrates to $(\pi/p)^{3/2}v^{3/2}$, and its normalised second moment is $v^2P_iP_j+\delta_{ij}v/(2p)$. With the $t^2$ from the inverse cube, this yields $t^2v^{7/2}$ and $t^2v^{5/2}$. That spatial integration, and its exchange with the $t$-integral, are textbook calculus that the code leaves to the reader.

## Changing variables from $t$ to $u$

Directly from the definitions, $u^2=t^2/(p+t^2)=1-v$, so the exponential becomes $e^{-Tu^2}$.

```lean
/-- The two variables are related by `u² = 1 - v`. -/
theorem boysVar_sq {p : ℝ} (hp : 0 < p) (t : ℝ) :
    boysVar p t ^ 2 = 1 - screen p t := by
  have hs : 0 < p + t ^ 2 := by positivity
  rw [boysVar, screen, div_pow, Real.sq_sqrt hs.le, eq_sub_iff_add_eq, ← add_div,
    add_comm (t ^ 2) p, div_self hs.ne']
```

The quotient rule gives the Jacobian:
$$\frac{du}{dt}=\frac{1}{\sqrt{p+t^2}}-\frac{t^2}{(p+t^2)^{3/2}}=\frac{v}{\sqrt{p+t^2}}.$$

```lean
/-- The Jacobian of the substitution is `du/dt = v / √(p + t²)`. -/
theorem hasDerivAt_boysVar {p : ℝ} (hp : 0 < p) (t : ℝ) :
    HasDerivAt (boysVar p) (screen p t / √(p + t ^ 2)) t := by
  have hs : 0 < p + t ^ 2 := by positivity
  have h1 : HasDerivAt (fun x : ℝ => p + x ^ 2) (2 * t) t :=
    ((hasDerivAt_pow 2 t).const_add p).congr_deriv (by norm_num)
  have alg : ∀ s : ℝ, s ≠ 0 → s ^ 2 = p + t ^ 2 →
      (1 * s - t * (2 * t / (2 * s))) / s ^ 2 = p / (p + t ^ 2) / s := by
    intro s hs0 h
    rw [← h]
    field_simp
    linarith
  have hne : √(p + t ^ 2) ≠ 0 := (Real.sqrt_pos.2 hs).ne'
  exact ((hasDerivAt_id' t).fun_div (h1.sqrt hs.ne') hne).congr_deriv
    (alg _ hne (Real.sq_sqrt hs.le))
```

For $t>0$ we have $0<u<1$. The value of $u$ fixes $v$, hence $t^2$, hence $t$; conversely, each $u$ in $(0,1)$ is reached from $t=u\sqrt{p/(1-u^2)}$. These are the three parts of `BijOn`.

```lean
/-- The substitution maps the half-line `t > 0` one-to-one onto `0 < u < 1`. -/
theorem bijOn_boysVar {p : ℝ} (hp : 0 < p) :
    BijOn (boysVar p) (Ioi 0) (Ioo 0 1) := by
  refine ⟨?_, ?_, ?_⟩
  · intro t ht
    have ht' : 0 < t := ht
    have hs : 0 < p + t ^ 2 := by positivity
    have hv : 0 < screen p t := div_pos hp hs
    have hb : 0 < boysVar p t := div_pos ht' (Real.sqrt_pos.2 hs)
    exact ⟨hb, by nlinarith [boysVar_sq hp t]⟩
  · intro a ha b hb hab
    have ha' : 0 < a := ha
    have hb' : 0 < b := hb
    have h : screen p a = screen p b := by
      have h1 := boysVar_sq hp a
      rw [hab, boysVar_sq hp b] at h1
      linarith
    have hsa : p + a ^ 2 ≠ 0 := by positivity
    have hsb : p + b ^ 2 ≠ 0 := by positivity
    rw [screen, screen, div_eq_div_iff hsa hsb] at h
    have h2 := mul_left_cancel₀ hp.ne' h
    exact (sq_eq_sq₀ ha'.le hb'.le).mp (by linarith)
  · intro u hu
    have hd : 0 < 1 - u ^ 2 := by nlinarith [hu.1, hu.2]
    have hq : 0 < p / (1 - u ^ 2) := div_pos hp hd
    have hc := Real.sqrt_pos.2 hq
    refine ⟨u * √(p / (1 - u ^ 2)), mul_pos hu.1 hc, ?_⟩
    have h : p + (u * √(p / (1 - u ^ 2))) ^ 2 = p / (1 - u ^ 2) := by
      rw [mul_pow, Real.sq_sqrt hq.le]
      have hqe : p / (1 - u ^ 2) * (1 - u ^ 2) = p := div_mul_cancel₀ p hd.ne'
      linear_combination -hqe
    rw [boysVar, h]
    exact mul_div_cancel_right₀ u hc.ne'
```

Now let $m,k$ be natural numbers. From $t^2v=p(1-v)=pu^2$ and $\sqrt v=\sqrt p/\sqrt{p+t^2}$,
$$t^{2m}v^{m+k+3/2}=(t^2v)^m\,v^k\,v\sqrt v=\frac{v}{\sqrt{p+t^2}}\;p^{m+1/2}u^{2m}(1-u^2)^k.$$
In the proof, `hpow` splits the half-integer power and `hm` is the $m$-th power of $t^2v=p(1-v)$. The absolute value on the Jacobian is the form that the substitution theorem expects.

```lean
/-- The integrand in `t` is the Jacobian times a polynomial in `u` times `exp(-T u²)`. -/
theorem integrand_eq {p : ℝ} (hp : 0 < p) (T : ℝ) (m k : ℕ) (t : ℝ) :
    t ^ (2 * m) * screen p t ^ ((m : ℝ) + k + 3 / 2) * Real.exp (-T * (1 - screen p t)) =
      |screen p t / √(p + t ^ 2)| • (p ^ ((m : ℝ) + 1 / 2) *
        (boysVar p t ^ (2 * m) * (1 - boysVar p t ^ 2) ^ k *
          Real.exp (-T * boysVar p t ^ 2))) := by
  have hs : 0 < p + t ^ 2 := by positivity
  have hv : 0 < screen p t := div_pos hp hs
  have hve : screen p t * (p + t ^ 2) = p := div_mul_cancel₀ p hs.ne'
  have hroot : √(screen p t) = √p / √(p + t ^ 2) := Real.sqrt_div hp.le _
  -- split the half-integer powers into integer powers and square roots
  have hpow : screen p t ^ ((m : ℝ) + k + 3 / 2) =
      screen p t ^ m * screen p t ^ k * screen p t * (√p / √(p + t ^ 2)) := by
    rw [← hroot, Real.sqrt_eq_rpow, show (m : ℝ) + k + 3 / 2 = m + k + 1 + 1 / 2 by ring,
      Real.rpow_add hv, Real.rpow_add hv, Real.rpow_add hv, Real.rpow_natCast,
      Real.rpow_natCast, Real.rpow_one]
  have hpp : p ^ ((m : ℝ) + 1 / 2) = p ^ m * √p := by
    rw [Real.rpow_add hp, Real.rpow_natCast, Real.sqrt_eq_rpow]
  have hkey : t ^ 2 * screen p t = p * (1 - screen p t) := by linear_combination hve
  have hm : (t ^ 2) ^ m * screen p t ^ m = p ^ m * (1 - screen p t) ^ m := by
    rw [← mul_pow, ← mul_pow, hkey]
  rw [smul_eq_mul, abs_of_pos (div_pos hv (Real.sqrt_pos.2 hs)), hpow, hpp,
    pow_mul t, pow_mul (boysVar p t), boysVar_sq hp, sub_sub_cancel]
  linear_combination (screen p t ^ k * screen p t * (√p / √(p + t ^ 2)) *
    Real.exp (-T * (1 - screen p t))) * hm
```

The function of $u$ is continuous on $[0,1]$, hence integrable there, and the substitution carries integrability back to $t$. This matters because Lean assigns the value $0$ to the integral of a non-integrable function.

```lean
/-- The integrand in `t` is integrable over the half-line. -/
theorem integrableOn_integrand {p : ℝ} (hp : 0 < p) (T : ℝ) (m k : ℕ) :
    IntegrableOn (fun t : ℝ => t ^ (2 * m) * screen p t ^ ((m : ℝ) + k + 3 / 2) *
      Real.exp (-T * (1 - screen p t))) (Ioi 0) := by
  have hc : Continuous (fun u : ℝ => p ^ ((m : ℝ) + 1 / 2) *
      (u ^ (2 * m) * (1 - u ^ 2) ^ k * Real.exp (-T * u ^ 2))) := by fun_prop
  have hg := (hc.integrableOn_Icc (μ := volume) (a := 0) (b := 1)).mono_set Ioo_subset_Icc_self
  rw [← (bijOn_boysVar hp).image_eq, integrableOn_image_iff_integrableOn_abs_deriv_smul
    measurableSet_Ioi (fun t _ => (hasDerivAt_boysVar hp t).hasDerivWithinAt)
    (bijOn_boysVar hp).injOn] at hg
  exact hg.congr_fun (fun t _ => (integrand_eq hp T m k t).symm) measurableSet_Ioi
```

## Boys functions from the binomial expansion

The $t$-integral is therefore $p^{m+1/2}\int_0^1u^{2m}(1-u^2)^ke^{-Tu^2}du$. Expanding $(1-u^2)^k=\sum_{j=0}^k(-1)^j\binom kj u^{2j}$ and integrating term by term gives
$$p^{m+1/2}\sum_{j=0}^k(-1)^j\binom kj F_{m+j}(T).$$
The proof follows the same order, with `hexp` as the expansion. The theorem assumes $p>0$ and puts no sign condition on $T$.

```lean
/-- Integrals over `t` of `t^(2m) v^(m+k+3/2) exp(-T(1-v))` are `p^(m+1/2)` times finite
alternating binomial sums of Boys functions. -/
theorem integral_eq_sum_boys {p : ℝ} (hp : 0 < p) (T : ℝ) (m k : ℕ) :
    ∫ t in Ioi (0 : ℝ), t ^ (2 * m) * screen p t ^ ((m : ℝ) + k + 3 / 2) *
        Real.exp (-T * (1 - screen p t)) =
      p ^ ((m : ℝ) + 1 / 2) *
        ∑ j ∈ Finset.range (k + 1), (-1) ^ j * (k.choose j : ℝ) * boys (m + j) T := by
  -- change variables from t to u
  have h := integral_image_eq_integral_abs_deriv_smul measurableSet_Ioi
    (fun t _ => (hasDerivAt_boysVar hp t).hasDerivWithinAt) (bijOn_boysVar hp).injOn
    (fun u : ℝ => p ^ ((m : ℝ) + 1 / 2) *
      (u ^ (2 * m) * (1 - u ^ 2) ^ k * Real.exp (-T * u ^ 2)))
  rw [(bijOn_boysVar hp).image_eq] at h
  refine (setIntegral_congr_fun measurableSet_Ioi
    (fun t _ => integrand_eq hp T m k t)).trans (h.symm.trans ?_)
  rw [← integral_Ioc_eq_integral_Ioo, ← intervalIntegral.integral_of_le zero_le_one,
    intervalIntegral.integral_const_mul]
  congr 1
  -- expand (1 - u²)^k and integrate term by term
  have hexp : ∀ u : ℝ, u ^ (2 * m) * (1 - u ^ 2) ^ k * Real.exp (-T * u ^ 2) =
      ∑ j ∈ Finset.range (k + 1), (-1) ^ j * (k.choose j : ℝ) *
        (u ^ (2 * (m + j)) * Real.exp (-T * u ^ 2)) := by
    intro u
    rw [sub_eq_neg_add, add_pow, Finset.mul_sum, Finset.sum_mul]
    refine Finset.sum_congr rfl fun j _ => ?_
    rw [one_pow, neg_pow (u ^ 2)]
    ring
  simp only [hexp]
  rw [intervalIntegral.integral_finsetSum]
  · refine Finset.sum_congr rfl fun j _ => ?_
    rw [boys, intervalIntegral.integral_const_mul]
  · intro j _
    exact Continuous.intervalIntegrable (by fun_prop) _ _
```

The Breit cases are $m=1$ with $k=0$ and $k=1$:
$$\int_0^\infty t^2v^{5/2}e^{-T(1-v)}dt=p^{3/2}F_1(T),$$
$$\int_0^\infty t^2v^{7/2}e^{-T(1-v)}dt=p^{3/2}\bigl(F_1(T)-F_2(T)\bigr).$$

```lean
/-- The integrals with `t² v^(5/2)` and `t² v^(7/2)` equal `p^(3/2) F_1` and
`p^(3/2) (F_1 - F_2)`. -/
theorem breit_integrals {p : ℝ} (hp : 0 < p) (T : ℝ) :
    (∫ t in Ioi (0 : ℝ), t ^ 2 * screen p t ^ (5 / 2 : ℝ) *
        Real.exp (-T * (1 - screen p t)) = p ^ (3 / 2 : ℝ) * boys 1 T) ∧
    (∫ t in Ioi (0 : ℝ), t ^ 2 * screen p t ^ (7 / 2 : ℝ) *
        Real.exp (-T * (1 - screen p t)) = p ^ (3 / 2 : ℝ) * (boys 1 T - boys 2 T)) := by
  have e0 : ((1 : ℕ) : ℝ) + ((0 : ℕ) : ℝ) + 3 / 2 = 5 / 2 := by norm_num
  have e1 : ((1 : ℕ) : ℝ) + ((1 : ℕ) : ℝ) + 3 / 2 = 7 / 2 := by norm_num
  have e2 : ((1 : ℕ) : ℝ) + 1 / 2 = 3 / 2 := by norm_num
  have h0 := integral_eq_sum_boys hp T 1 0
  have h1 := integral_eq_sum_boys hp T 1 1
  rw [e0, e2] at h0
  rw [e1, e2] at h1
  constructor
  · refine h0.trans ?_
    simp
  · refine h1.trans ?_
    simp [Finset.sum_range_succ, sub_eq_add_neg]
```

Take $p=4$ and $T=0$, a Gaussian centred at the origin. Then $F_1(0)=\tfrac13$, $F_2(0)=\tfrac15$ and $p^{3/2}=8$, so the integrals are $\tfrac83$ and $\tfrac{16}{15}$. The first can be checked directly:
$$32\int_0^\infty\frac{t^2\,dt}{(4+t^2)^{5/2}}=32\left[\frac{t^3}{12(4+t^2)^{3/2}}\right]_0^\infty=\frac83.$$

Neighbouring Boys functions are linked by integrating
$$\frac{d}{du}\bigl(u^{2n+1}e^{-Tu^2}\bigr)=(2n+1)u^{2n}e^{-Tu^2}-2Tu^{2n+2}e^{-Tu^2}$$
over $[0,1]$. The left side gives $e^{-T}$, so $2TF_{n+1}=(2n+1)F_n-e^{-T}$. For $T\neq0$, this yields $F_2$ from $F_1$. In Lean, `hd` is the derivative and `hi` its integral.

```lean
/-- The recurrence `2T F_(n+1) = (2n+1) F_n - exp(-T)` between neighbouring Boys functions. -/
theorem boys_recurrence (n : ℕ) (T : ℝ) :
    2 * T * boys (n + 1) T = (2 * n + 1) * boys n T - Real.exp (-T) := by
  have hF : ∀ (l : ℕ) (c : ℝ), IntervalIntegrable
      (fun u : ℝ => c * (u ^ (2 * l) * Real.exp (-T * u ^ 2))) volume 0 1 :=
    fun l c => Continuous.intervalIntegrable (by fun_prop) _ _
  have hd : ∀ u : ℝ, HasDerivAt (fun x : ℝ => x ^ (2 * n + 1) * Real.exp (-T * x ^ 2))
      ((2 * n + 1) * (u ^ (2 * n) * Real.exp (-T * u ^ 2)) -
        2 * T * (u ^ (2 * (n + 1)) * Real.exp (-T * u ^ 2))) u := by
    intro u
    have h2 : HasDerivAt (fun x : ℝ => Real.exp (-T * x ^ 2))
        (Real.exp (-T * u ^ 2) * (-T * (2 * u))) u :=
      (((hasDerivAt_pow 2 u).const_mul (-T)).exp).congr_deriv (by simp)
    refine ((hasDerivAt_pow (2 * n + 1) u).fun_mul h2).congr_deriv ?_
    simp only [Nat.add_sub_cancel]
    push_cast
    ring
  -- integrate the total derivative over [0,1]
  have hi := intervalIntegral.integral_eq_sub_of_hasDerivAt (a := 0) (b := 1)
    (fun u _ => hd u) ((hF n (2 * n + 1)).sub (hF (n + 1) (2 * T)))
  rw [intervalIntegral.integral_sub (hF n (2 * n + 1)) (hF (n + 1) (2 * T)),
    intervalIntegral.integral_const_mul, intervalIntegral.integral_const_mul] at hi
  have h0 : (0 : ℝ) ^ (2 * n + 1) = 0 := by simp
  simp only [one_pow, mul_one, one_mul, h0, zero_mul, sub_zero] at hi
  unfold boys
  linear_combination -hi

end

end BreitGaussian
```

```lean
#print axioms BreitGaussian.integrableOn_integrand
-- 'BreitGaussian.integrableOn_integrand' depends on axioms: [propext, Classical.choice, Quot.sound]
#print axioms BreitGaussian.integral_eq_sum_boys
-- 'BreitGaussian.integral_eq_sum_boys' depends on axioms: [propext, Classical.choice, Quot.sound]
#print axioms BreitGaussian.breit_integrals
-- 'BreitGaussian.breit_integrals' depends on axioms: [propext, Classical.choice, Quot.sound]
#print axioms BreitGaussian.boys_recurrence
-- 'BreitGaussian.boys_recurrence' depends on axioms: [propext, Classical.choice, Quot.sound]
```
